# At positive temperature, a regular solution has a miscibility gap exactly when T < W/2

Take a binary mixture at temperature $T$, measured in energy units, with mole fraction $x$ of one component and free energy of mixing per particle
$$G(x)=Wx(1-x)+T\,[x\log x+(1-x)\log(1-x)].$$
Set $W=4$, $T=1$. The homogeneous equimolar phase has $G(1/2)=1-\log 2\approx 0.307$, while $G(1/4)=G(3/4)\approx 0.188$. Equal amounts of the phases $1/4$ and $3/4$ have the same overall composition and a lower free energy, so the mixture separates. With $W=2$, $T=1$ the order is reversed: $G(1/2)\approx-0.193$ lies below $G(1/4)\approx-0.187$.

```lean
import Mathlib

open Real Set

namespace RegularSolution

noncomputable section
```

## Free energy, exchange potential and gap

In a lattice model with random mixing and nearest-neighbour pair energies, $W$ is the number of neighbours of a site times the energy of an unlike pair less the mean energy of the two kinds of like pair; $T$ is temperature in energy units. Both are real numbers, and $W$ does not depend on composition. In Lean `log 0` is a real number, so `0 * log 0 = 0`, in agreement with the usual convention $0\log 0=0$.

```lean
/-- Free energy of mixing of a regular solution at mole fraction `x`, with interaction
parameter `W` and temperature `T` in energy units. -/
def freeEnergy (W T x : ℝ) : ℝ :=
  W * x * (1 - x) + T * (x * log x + (1 - x) * log (1 - x))
```

The exchange potential $\mu(x)=W(1-2x)+T[\log x-\log(1-x)]$ is the free-energy change when one particle of the other component is replaced by one of the component with mole fraction $x$, measured from the pure components. It is used as a slope only for $0<x<1$.

```lean
/-- Exchange chemical potential `W (1 - 2x) + T (log x - log (1 - x))`. -/
def exchangePotential (W T x : ℝ) : ℝ :=
  W * (1 - 2 * x) + T * (log x - log (1 - x))
```

A gap means that some two-phase mixture beats the homogeneous phase: $(1-t)G(a)+tG(b)<G((1-t)a+tb)$, with $a,b,t\in[0,1]$. `Icc` is the closed interval and `Ioo` the open one. Interfaces and kinetics do not enter.

```lean
/-- A free energy curve has a miscibility gap if some mixture of two phases of compositions
`a` and `b` in amounts `1 - t` and `t` has lower free energy than the homogeneous phase of
the same overall composition. -/
def HasMiscibilityGap (G : ℝ → ℝ) : Prop :=
  ∃ a ∈ Icc (0 : ℝ) 1, ∃ b ∈ Icc (0 : ℝ) 1, ∃ t ∈ Icc (0 : ℝ) 1,
    (1 - t) * G a + t * G b < G ((1 - t) * a + t * b)
```

Since $x\log x\to0$ as $x\to0^+$, $G$ is continuous up to the pure components.

```lean
/-- The free energy is continuous in the composition, the pure components included. -/
theorem continuous_freeEnergy (W T : ℝ) : Continuous (freeEnergy W T) := by
  have h0 : Continuous fun x : ℝ => 1 - x := by fun_prop
  have h1 : Continuous fun x : ℝ => x * log x := Real.continuous_mul_log
  have h2 : Continuous fun x : ℝ => (1 - x) * log (1 - x) := h1.comp h0
  have h3 : Continuous fun x : ℝ => W * x * (1 - x) := by fun_prop
  have h4 : Continuous fun _ : ℝ => T := continuous_const
  exact h3.add (h4.mul (h1.add h2))
```

Exchanging $x$ and $1-x$ permutes the terms of $G$.

```lean
/-- The free energy is unchanged when the two components are exchanged. -/
theorem freeEnergy_symm (W T x : ℝ) : freeEnergy W T (1 - x) = freeEnergy W T x := by
  unfold freeEnergy
  rw [sub_sub_cancel]
  ring
```

## Slopes

By the product rule, $G'(x)=W(1-2x)+T[\log x+1-\log(1-x)-1]=\mu(x)$.

```lean
/-- For `0 < x < 1` the slope of the free energy is the exchange potential. -/
theorem hasDerivAt_freeEnergy (W T : ℝ) {x : ℝ} (h0 : 0 < x) (h1 : x < 1) :
    HasDerivAt (freeEnergy W T) (exchangePotential W T x) x := by
  have hx0 : x ≠ 0 := h0.ne'
  have hx1 : 1 - x ≠ 0 := (sub_pos.mpr h1).ne'
  have hx : HasDerivAt (fun y : ℝ => y) 1 x := hasDerivAt_id' x
  have hc : HasDerivAt (fun y : ℝ => 1 - y) (-1) x := hx.const_sub 1
  have hl : HasDerivAt (fun y : ℝ => log y) (1 / x) x := hx.log hx0
  have hl' : HasDerivAt (fun y : ℝ => log (1 - y)) (-1 / (1 - x)) x := hc.log hx1
  have h := ((hx.const_mul W).fun_mul hc).fun_add
    (((hx.fun_mul hl).fun_add (hc.fun_mul hl')).const_mul T)
  have e1 : x * (1 / x) = 1 := by field_simp
  have e2 : (1 - x) * (-1 / (1 - x)) = -1 := by field_simp
  refine h.congr_deriv ?_
  simp only [exchangePotential]
  linear_combination T * e1 + T * e2
```

Differentiating again, $\mu'(x)=T\left(\frac1x+\frac1{1-x}\right)-2W=\frac{T}{x(1-x)}-2W$.

```lean
/-- For `0 < x < 1` the slope of the exchange potential is `T / (x (1 - x)) - 2 W`. -/
theorem hasDerivAt_exchangePotential (W T : ℝ) {x : ℝ} (h0 : 0 < x) (h1 : x < 1) :
    HasDerivAt (exchangePotential W T) (T / (x * (1 - x)) - 2 * W) x := by
  have hx0 : x ≠ 0 := h0.ne'
  have hx1 : 1 - x ≠ 0 := (sub_pos.mpr h1).ne'
  have hx : HasDerivAt (fun y : ℝ => y) 1 x := hasDerivAt_id' x
  have hc : HasDerivAt (fun y : ℝ => 1 - y) (-1) x := hx.const_sub 1
  have hl : HasDerivAt (fun y : ℝ => log y) (1 / x) x := hx.log hx0
  have hl' : HasDerivAt (fun y : ℝ => log (1 - y)) (-1 / (1 - x)) x := hc.log hx1
  have h := (((hx.const_mul 2).const_sub 1).const_mul W).fun_add
    ((hl.fun_sub hl').const_mul T)
  have e : 1 / x - -1 / (1 - x) = 1 / (x * (1 - x)) := by
    field_simp
    ring
  refine h.congr_deriv ?_
  linear_combination T * e
```

The mean value theorem then gives $\mu(b)-\mu(a)=\mu'(c)(b-a)$ for some $c$ between $a$ and $b$.

```lean
/-- Between two compositions `a < b` inside `(0, 1)` the exchange potential changes by
`(T / (c (1 - c)) - 2 W) (b - a)` for some intermediate composition `c`. -/
theorem exchangePotential_mean_value (W T : ℝ) {a b : ℝ} (ha : 0 < a) (hab : a < b)
    (hb : b < 1) :
    ∃ c ∈ Ioo a b, exchangePotential W T b - exchangePotential W T a
      = (T / (c * (1 - c)) - 2 * W) * (b - a) := by
  obtain ⟨c, hc, h⟩ := exists_hasDerivAt_eq_slope (exchangePotential W T)
    (fun x => T / (x * (1 - x)) - 2 * W) hab
    (fun x hx => (hasDerivAt_exchangePotential W T (ha.trans_le hx.1)
      (hx.2.trans_lt hb)).continuousAt.continuousWithinAt)
    (fun x hx => hasDerivAt_exchangePotential W T (ha.trans hx.1) (hx.2.trans hb))
  have hba : b - a ≠ 0 := (sub_pos.mpr hab).ne'
  exact ⟨c, hc, ((eq_div_iff hba).mp h).symm⟩
```

## Convexity for W ≤ 2T

From $1-4c(1-c)=(1-2c)^2$ we get $T/(c(1-c))\ge4T$, strictly unless $c=1/2$. Hence $\mu'(c)>4T-2W\ge0$ away from $1/2$. At $W=2T$ the slope of $\mu$ vanishes at $1/2$, so `key` treats intervals on one side of that point, where $c\neq1/2$; an interval across it is split there. The square enters through `nlinarith`.

```lean
/-- For `T > 0` and `W ≤ 2T` the exchange potential is strictly increasing on `(0, 1)`. -/
theorem strictMonoOn_exchangePotential {W T : ℝ} (hT : 0 < T) (hW : W ≤ 2 * T) :
    StrictMonoOn (exchangePotential W T) (Ioo 0 1) := by
  -- on either side of 1/2 the slope is strictly positive
  have key : ∀ a b : ℝ, 0 < a → a < b → b < 1 → (b ≤ 1 / 2 ∨ 1 / 2 ≤ a) →
      exchangePotential W T a < exchangePotential W T b := by
    intro a b ha hab hb hs
    obtain ⟨c, ⟨hac, hcb⟩, h⟩ := exchangePotential_mean_value W T ha hab hb
    have hp : 0 < c * (1 - c) := mul_pos (by linarith) (by linarith)
    have hne : 1 - 2 * c ≠ 0 := by
      rcases hs with hs | hs <;> intro h0 <;> linarith
    have hsq : 0 < (1 - 2 * c) ^ 2 :=
      lt_of_le_of_ne (sq_nonneg _) (pow_ne_zero 2 hne).symm
    have h4 : 4 * T < T / (c * (1 - c)) := by
      rw [lt_div_iff₀ hp]
      nlinarith [mul_pos hT hsq]
    have hpos : 0 < (T / (c * (1 - c)) - 2 * W) * (b - a) :=
      mul_pos (by linarith) (by linarith)
    linarith
  intro a ha b hb hab
  by_cases h1 : b ≤ 1 / 2
  · exact key a b ha.1 hab hb.2 (Or.inl h1)
  by_cases h2 : 1 / 2 ≤ a
  · exact key a b ha.1 hab hb.2 (Or.inr h2)
  exact (key a (1 / 2) ha.1 (not_le.mp h2) (by norm_num) (Or.inl le_rfl)).trans
    (key (1 / 2) b (by norm_num) (not_le.mp h1) hb.2 (Or.inr le_rfl))
```

A function with strictly increasing derivative is strictly convex. The proof turns on Mathlib's `StrictMonoOn.strictConvexOn_of_deriv`, which asks for continuity on the whole convex set but for a strictly increasing derivative only on its interior. This suits $G$ twice over: its slope diverges at the pure components, and its second derivative vanishes at $1/2$ when $W=2T$, where a test requiring $G''>0$ throughout would fail. The rewrite `interior_Icc` reduces the task to $(0,1)$, where the derivative is $\mu$.

```lean
/-- For `T > 0` and `W ≤ 2T`, equality included, the free energy is strictly convex on `[0, 1]`. -/
theorem strictConvexOn_freeEnergy {W T : ℝ} (hT : 0 < T) (hW : W ≤ 2 * T) :
    StrictConvexOn ℝ (Icc 0 1) (freeEnergy W T) := by
  refine StrictMonoOn.strictConvexOn_of_deriv (convex_Icc 0 1)
    (continuous_freeEnergy W T).continuousOn ?_
  rw [interior_Icc]
  intro a ha b hb hab
  rw [(hasDerivAt_freeEnergy W T ha.1 ha.2).deriv, (hasDerivAt_freeEnergy W T hb.1 hb.2).deriv]
  exact strictMonoOn_exchangePotential hT hW ha hb hab
```

## Separation for T < W/2

Now $0<T/W<1/2$. By the mean value theorem, $G(1/2)-G(T/W)=\mu(c)(1/2-T/W)$ with $T/W<c<1/2$. The bound $\log u\le u-1$ at $u=(1-c)/c$ gives
$$\mu(c)\ge W(1-2c)-T\,\frac{1-2c}{c}=(1-2c)\left(W-\frac Tc\right)>0.$$

```lean
/-- For `0 < T < W / 2` the composition `T / W` has lower free energy than the equimolar
composition. -/
theorem freeEnergy_lt_equimolar {W T : ℝ} (hT : 0 < T) (hW : T < W / 2) :
    freeEnergy W T (T / W) < freeEnergy W T (1 / 2) := by
  have hW0 : 0 < W := by linarith
  have ha0 : 0 < T / W := div_pos hT hW0
  have ha : T / W < 1 / 2 := by
    rw [div_lt_iff₀ hW0]
    linarith
  obtain ⟨c, ⟨hac, hc⟩, h⟩ := exists_hasDerivAt_eq_slope (freeEnergy W T)
    (exchangePotential W T) ha (continuous_freeEnergy W T).continuousOn
    (fun x hx => hasDerivAt_freeEnergy W T (ha0.trans hx.1) (hx.2.trans (by norm_num)))
  have hc0 : 0 < c := ha0.trans hac
  have hc0' : c ≠ 0 := hc0.ne'
  have hc1 : 0 < 1 - c := by linarith
  have hc2 : 0 < 1 - 2 * c := by linarith
  have hTc : T < c * W := (div_lt_iff₀ hW0).mp hac
  -- the entropic part of the slope is bounded through log u ≤ u - 1
  have hlog : log (1 - c) - log c ≤ (1 - c) / c - 1 := by
    rw [← Real.log_div hc1.ne' hc0']
    exact Real.log_le_sub_one_of_pos (div_pos hc1 hc0)
  have e : (1 - c) / c - 1 = (1 - 2 * c) / c := by
    field_simp
    ring
  rw [e] at hlog
  have h5 := mul_le_mul_of_nonneg_left hlog hT.le
  have h6 : T * ((1 - 2 * c) / c) < W * (1 - 2 * c) := by
    rw [← mul_div_assoc, div_lt_iff₀ hc0]
    nlinarith [mul_pos (sub_pos.mpr hTc) hc2]
  have hμ : 0 < exchangePotential W T c := by
    unfold exchangePotential
    linarith
  rw [h] at hμ
  have h7 := (lt_div_iff₀ (sub_pos.mpr ha)).mp hμ
  linarith
```

By symmetry, equal amounts of $T/W$ and $1-T/W$ have free energy $G(T/W)<G(1/2)$, which is a gap. Conversely, if $T\ge W/2$, convexity contradicts the inequality that defines one.

```lean
/-- For `T > 0` the regular solution has a miscibility gap exactly when `T < W / 2`. -/
theorem hasMiscibilityGap_iff {W T : ℝ} (hT : 0 < T) :
    HasMiscibilityGap (freeEnergy W T) ↔ T < W / 2 := by
  constructor
  · rintro ⟨a, ha, b, hb, t, ht, h⟩
    by_contra hn
    have hW : W ≤ 2 * T := by linarith [not_lt.mp hn]
    have hc := (strictConvexOn_freeEnergy hT hW).convexOn.2 ha hb
      (sub_nonneg.mpr ht.2) ht.1 (show 1 - t + t = 1 by ring)
    simp only [smul_eq_mul] at hc
    linarith
  · intro hW
    have hW0 : 0 < W := by linarith
    have ha0 : 0 < T / W := div_pos hT hW0
    have ha : T / W < 1 / 2 := by
      rw [div_lt_iff₀ hW0]
      linarith
    -- equal amounts of the phases T / W and 1 - T / W
    refine ⟨T / W, ⟨ha0.le, by linarith⟩, 1 - T / W, ⟨by linarith, by linarith⟩,
      1 / 2, ⟨by norm_num, by norm_num⟩, ?_⟩
    have e : (1 - 1 / 2 : ℝ) * (T / W) + 1 / 2 * (1 - T / W) = 1 / 2 := by ring
    rw [e, freeEnergy_symm W T (T / W)]
    linarith [freeEnergy_lt_equimolar hT hW]
```

`ConvexOn ℝ (Icc 0 1)` says that every chord of $G$ on $[0,1]$ lies on or above the curve. A gap is a chord point below it, so the threshold for convexity follows.

```lean
/-- For `T > 0` the regular-solution free energy is convex on `[0, 1]` if and only if
`W ≤ 2T`. -/
theorem convexOn_freeEnergy_iff {W T : ℝ} (hT : 0 < T) :
    ConvexOn ℝ (Icc 0 1) (freeEnergy W T) ↔ W ≤ 2 * T := by
  constructor
  · intro h
    by_contra hn
    have hW : T < W / 2 := by linarith [not_le.mp hn]
    obtain ⟨a, ha, b, hb, t, ht, hlt⟩ := (hasMiscibilityGap_iff hT).mpr hW
    have hc := h.2 ha hb (sub_nonneg.mpr ht.2) ht.1 (show 1 - t + t = 1 by ring)
    simp only [smul_eq_mul] at hc
    linarith
  · intro hW
    exact (strictConvexOn_freeEnergy hT hW).convexOn
```

The hypothesis $T>0$ matters. For $T=-1$, $W=-2$ we have $W\le2T$, yet $G(0)=G(1)=0$ while $G(1/2)=-1/2+\log2>0$: $G$ is not convex, and the inequality that defines a gap holds although $T<W/2$ is false. This concerns the formula only: at negative temperature a lower free energy no longer marks the stable state.

## The two coexisting compositions

Suppose $\mu$ had zeros $u<v<1/2$. Since $\mu(1/2)=0$ too, $\mu'$ would vanish at some $c\in(u,v)$ and $d\in(v,1/2)$. But
$$d(1-d)-c(1-c)=(d-c)(1-c-d)>0,$$
so $\mu'(d)<\mu'(c)$, a contradiction.

```lean
/-- For `T > 0` the exchange potential vanishes at no more than one composition in
`(0, 1/2)`. -/
theorem exchangePotential_zero_unique {W T a b : ℝ} (hT : 0 < T)
    (ha : a ∈ Ioo (0 : ℝ) (1 / 2)) (hb : b ∈ Ioo (0 : ℝ) (1 / 2))
    (hμa : exchangePotential W T a = 0) (hμb : exchangePotential W T b = 0) : a = b := by
  have hhalf : exchangePotential W T (1 / 2) = 0 := by
    have e : (1 : ℝ) - 1 / 2 = 1 / 2 := by norm_num
    unfold exchangePotential
    rw [e]
    ring
  -- three zeros u < v < 1/2 would give two zeros of the slope below 1/2
  have key : ∀ u v : ℝ, 0 < u → u < v → v < 1 / 2 → exchangePotential W T u = 0 →
      exchangePotential W T v = 0 → False := by
    intro u v hu huv hv h0u h0v
    obtain ⟨c, ⟨huc, hcv⟩, h1⟩ := exchangePotential_mean_value W T hu huv (by linarith)
    obtain ⟨d, ⟨hvd, hd⟩, h2⟩ :=
      exchangePotential_mean_value W T (hu.trans huv) hv (by norm_num)
    have z1 : (T / (c * (1 - c)) - 2 * W) * (v - u) = 0 := by
      rw [← h1, h0u, h0v, sub_zero]
    have z2 : (T / (d * (1 - d)) - 2 * W) * (1 / 2 - v) = 0 := by
      rw [← h2, hhalf, h0v, sub_zero]
    have e1 := (mul_eq_zero.mp z1).resolve_right (sub_pos.mpr huv).ne'
    have e2 := (mul_eq_zero.mp z2).resolve_right (sub_pos.mpr hv).ne'
    have hpc : 0 < c * (1 - c) := mul_pos (by linarith) (by linarith)
    have hpd : 0 < d * (1 - d) := mul_pos (by linarith) (by linarith)
    have hdc : 0 < d - c := by linarith
    have hs : 0 < 1 - c - d := by linarith
    have hcd : c * (1 - c) < d * (1 - d) := by nlinarith [mul_pos hdc hs]
    have hlt : T / (d * (1 - d)) < T / (c * (1 - c)) := by
      rw [div_lt_div_iff₀ hpd hpc]
      exact mul_lt_mul_of_pos_left hcd hT
    linarith
  rcases lt_trichotomy a b with h | h | h
  · exact (key a b ha.1 h hb.2 hμa hμb).elim
  · exact h
  · exact (key b a hb.1 h ha.2 hμb hμa).elim
```

For $T<W/2$, compactness gives a minimiser $p$ of $G$ on $[0,1/2]$, and by symmetry it minimises $G$ on $[0,1]$. It is not $0$: at $z=e^{-W/T-1}$ we have $T\log z=-W-T$, so
$$G(z)=-Wz^2-Tz+T(1-z)\log(1-z)<0=G(0).$$
It is not $1/2$ either, because $G(T/W)<G(1/2)$. So $p$ is interior and $\mu(p)=0$. The step `crit` applies this to every minimiser in $[0,1/2]$; uniqueness of the zero leaves only $p$, and reflection adds only $1-p$.

These are the binodal compositions, joined by a horizontal common tangent. When $W$ is fitted to computed mixing energies of an alloy, they give its predicted phase separation within this one-parameter, random-mixing model.

```lean
/-- For `0 < T < W / 2` there is a composition `p` in `(0, 1/2)` with vanishing exchange
potential such that `p` and `1 - p` have equal free energy, strictly lower than that of
every other composition in `[0, 1]`. -/
theorem exists_binodal {W T : ℝ} (hT : 0 < T) (hW : T < W / 2) :
    ∃ p ∈ Ioo (0 : ℝ) (1 / 2), exchangePotential W T p = 0 ∧
      freeEnergy W T (1 - p) = freeEnergy W T p ∧
      ∀ x ∈ Icc (0 : ℝ) 1, x ≠ p → x ≠ 1 - p → freeEnergy W T p < freeEnergy W T x := by
  have hW0 : 0 < W := by linarith
  have hT' : T ≠ 0 := hT.ne'
  have ha0 : 0 < T / W := div_pos hT hW0
  have ha : T / W < 1 / 2 := by
    rw [div_lt_iff₀ hW0]
    linarith
  obtain ⟨p, hp, hmin⟩ := (isCompact_Icc : IsCompact (Icc (0 : ℝ) (1 / 2))).exists_isMinOn
    (nonempty_Icc.mpr (by norm_num)) (continuous_freeEnergy W T).continuousOn
  have hmin' := isMinOn_iff.mp hmin
  -- by symmetry the minimum over [0, 1/2] is the minimum over [0, 1]
  have hall : ∀ x ∈ Icc (0 : ℝ) 1, freeEnergy W T p ≤ freeEnergy W T x := by
    intro x hx
    rcases le_total x (1 / 2) with h | h
    · exact hmin' x ⟨hx.1, h⟩
    · rw [← freeEnergy_symm W T x]
      exact hmin' (1 - x) ⟨by linarith [hx.2], by linarith⟩
  -- a dilute solution lies below the pure component
  obtain ⟨z, hz0, hz1, hz⟩ : ∃ z : ℝ, 0 < z ∧ z < 1 ∧ T * log z = -W - T := by
    have hneg : -(W / T) - 1 < 0 := by linarith [div_pos hW0 hT]
    have e : T * (W / T) = W := by field_simp
    refine ⟨exp (-(W / T) - 1), exp_pos _,
      (Real.exp_lt_exp.mpr hneg).trans_eq Real.exp_zero, ?_⟩
    rw [Real.log_exp]
    linear_combination (-1) * e
  have hGz : freeEnergy W T z < 0 := by
    have hlog : log (1 - z) ≤ 0 := Real.log_nonpos (by linarith) (by linarith)
    have h1 : z * (T * log z) = z * (-W - T) := by rw [hz]
    have h2 : 0 ≤ T * ((1 - z) * -log (1 - z)) :=
      mul_nonneg hT.le (mul_nonneg (by linarith) (neg_nonneg.mpr hlog))
    unfold freeEnergy
    nlinarith [mul_pos hT hz0, mul_pos hW0 (mul_pos hz0 hz0)]
  have hG0 : freeEnergy W T 0 = 0 := by simp [freeEnergy]
  -- every minimiser in [0, 1/2] is interior and a zero of the exchange potential
  have crit : ∀ q ∈ Icc (0 : ℝ) (1 / 2), freeEnergy W T q ≤ freeEnergy W T p →
      q ∈ Ioo (0 : ℝ) (1 / 2) ∧ exchangePotential W T q = 0 := by
    intro q hq hle
    have hq0 : 0 < q := by
      refine lt_of_le_of_ne hq.1 fun h => ?_
      rw [← h] at hle
      have h3 := hall z ⟨hz0.le, hz1.le⟩
      linarith
    have hq1 : q < 1 / 2 := by
      refine lt_of_le_of_ne hq.2 fun h => ?_
      rw [h] at hle
      have h3 := hall (T / W) ⟨ha0.le, by linarith⟩
      linarith [freeEnergy_lt_equimolar hT hW]
    have hq2 : q < 1 := by linarith
    have hm : IsMinOn (freeEnergy W T) (Icc 0 1) q :=
      isMinOn_iff.mpr fun x hx => hle.trans (hall x hx)
    have hloc : IsLocalMin (freeEnergy W T) q := hm.isLocalMin (Icc_mem_nhds hq0 hq2)
    exact ⟨⟨hq0, hq1⟩, hloc.hasDerivAt_eq_zero (hasDerivAt_freeEnergy W T hq0 hq2)⟩
  obtain ⟨hp', hμ⟩ := crit p hp le_rfl
  refine ⟨p, hp', hμ, freeEnergy_symm W T p, fun x hx h1 h2 => ?_⟩
  by_contra hn
  have hle := not_lt.mp hn
  rcases le_total x (1 / 2) with h | h
  · obtain ⟨hx', hμx⟩ := crit x ⟨hx.1, h⟩ hle
    exact h1 (exchangePotential_zero_unique hT hx' hp' hμx hμ)
  · obtain ⟨hx', hμx⟩ := crit (1 - x) ⟨by linarith [hx.2], by linarith⟩
      ((freeEnergy_symm W T x).trans_le hle)
    have h3 := exchangePotential_zero_unique hT hx' hp' hμx hμ
    exact h2 (by linarith)

end

end RegularSolution
```

```lean
#print axioms RegularSolution.hasMiscibilityGap_iff
#print axioms RegularSolution.convexOn_freeEnergy_iff
#print axioms RegularSolution.exists_binodal
```

```
'RegularSolution.hasMiscibilityGap_iff' depends on axioms: [propext, Classical.choice, Quot.sound]
'RegularSolution.convexOn_freeEnergy_iff' depends on axioms: [propext, Classical.choice, Quot.sound]
'RegularSolution.exists_binodal' depends on axioms: [propext, Classical.choice, Quot.sound]
```
